# For finitely many particles with antisymmetric pair forces, the plane force integrates to minus the sum of position times net force

## Two particles and a moving plane

Put two particles on a line at \(x_0 < x_1\). Let \(f_{01}\) be the force on particle 0 due to particle 1, and let \(f_{10} = -f_{01}\). A plane at \(z\) separates them when \(x_0 \le z < x_1\), and then the right side exerts the force \(f_{01}\) on the left side. For any other \(z\) no force crosses the plane. Integrating over \(z\) gives force times separation:
\[
(x_1 - x_0)\, f_{01} = -\left(x_0 f_{01} + x_1 f_{10}\right).
\]
The right-hand side is minus the sum of position times net force. With more particles, each pair contributes in the same way.

## Plane force and net force

For finitely many particles, let \(x_i\) be the coordinate of particle \(i\) normal to the planes, and \(f_{ij}\) the force on \(i\) due to \(j\), with \(f_{ij} = -f_{ji}\). Define
\[
F_i = \sum_j f_{ij}, \qquad P(z) = \sum_{i,j:\; x_i \le z < x_j} f_{ij}.
\]
\(P(z)\) is the force that the particles right of the plane exert on those at or left of it, so its normal component is positive under tension. Divided by the cross-sectional area of the system, it is the configurational part of the stress on the plane, averaged over that area. The result is
\[
\int_{-\infty}^{\infty} P(z)\,dz = -\sum_i x_i F_i .
\]
In simulation practice, this equates a stress profile summed over planes with a virial sum, for a finite, non-periodic system with pairwise forces.

## Derivation

**Antisymmetric sums vanish.** If \(g_{ij} = -g_{ji}\), exchanging the summation labels turns \(S = \sum_{i,j} g_{ij}\) into \(-S\), so \(S = 0\).

**The integral.** The pair \((i,j)\) contributes \(f_{ij}\) on the interval \([x_i, x_j)\), which is empty if \(x_j \le x_i\). Hence
\[
\int P\,dz = \sum_{i,j} \max(x_j - x_i, 0)\, f_{ij}.
\]
Add \(\sum_i x_i F_i = \sum_{i,j} x_i f_{ij}\). Since \(\max(x_j - x_i, 0) + x_i = \max(x_i, x_j)\),
\[
\int P\,dz + \sum_i x_i F_i = \sum_{i,j} \max(x_i, x_j)\, f_{ij} = 0,
\]
because a symmetric weight times an antisymmetric force is antisymmetric.

**A single plane.** Split the net force on the left-hand particles according to where the partner sits:
\[
\sum_{i:\,x_i \le z} F_i = \sum_{x_i \le z,\; x_j \le z} f_{ij} + \sum_{x_i \le z < x_j} f_{ij} = 0 + P(z).
\]
Subtracting two such equations for \(a \le b\) shows that \(P(b) - P(a)\) is the sum of \(F_i\) over particles with \(a < x_i \le b\).

**A slab.** For \(a \le b\), let \(c_i = \max(a, \min(b, x_i))\), which moves outside particles to the nearest face. If \(a \le z < b\), then \(c_i \le z\) exactly when \(x_i \le z\), so the plane force is unchanged. If \(z < a\) or \(z \ge b\), no plane separates the moved particles. Applying the main result to the \(c_i\) gives
\[
\int_a^b P\,dz = -\sum_i c_i F_i .
\]

**Springs.** Take scalar forces \(f_{ij} = k_{ij}(x_j - x_i)\) with \(k_{ij} = k_{ji}\), which describe harmonic springs of zero rest length. Write \(-x_i = \tfrac12(x_j - x_i) - \tfrac12(x_i + x_j)\). The second part gives an antisymmetric sum, which vanishes, leaving
\[
\int P\,dz = \tfrac12 \sum_{i,j} k_{ij}(x_j - x_i)^2 .
\]
This is twice the elastic energy.

## Binning the stress in a simulation code

To average the configurational stress over a bin \([a,b)\), a code can loop over pairs, order each so that \(x_i \le x_j\), and add \((c_j - c_i) f_{ij}\). The total is then divided by the bin width and the area. The slab formula gives the same total from net forces alone. For a non-periodic system, comparing the two tests whether the pair loop is consistent with the net forces. If both sums use the same \(c_i\), the comparison cannot reveal an error in them, because the totals agree for any numbers \(c_i\). Nor can it reveal a sign error in \(f_{ij}\) that is carried over into the \(F_i\).

With periodic boundaries, forces may act between images, and the sum \(\sum_i x_i F_i\) over wrapped coordinates is in general no longer the right virial. One remedy is to sum over interacting pairs, using the separation between the images that actually interact.

## The Lean file

```lean
import Mathlib

open MeasureTheory

namespace MethodOfPlanes

noncomputable section

variable {ι E : Type*} [Fintype ι] [NormedAddCommGroup E] [NormedSpace ℝ E]

/-- The net force on particle `i`, where `f i j` is the force on `i` due to `j`. -/
def netForce (f : ι → ι → E) (i : ι) : E := ∑ j, f i j

/-- The force transmitted across the plane at `z`: the sum of `f i j` over all pairs with
`i` at or to the left of the plane and `j` to the right of it. -/
def planeForce (x : ι → ℝ) (f : ι → ι → E) (z : ℝ) : E :=
  ∑ i, ∑ j, if x i ≤ z ∧ z < x j then f i j else 0

/-- A pair quantity that changes sign when the two particles are exchanged sums to zero. -/
theorem sum_antisymm (g : ι → ι → E) (hg : ∀ i j, g i j = -g j i) :
    ∑ i, ∑ j, g i j = 0 := by
  have h : ∑ i, ∑ j, g i j = -∑ i, ∑ j, g i j := by
    calc ∑ i, ∑ j, g i j = ∑ i, ∑ j, g j i := Finset.sum_comm
      _ = ∑ i, ∑ j, -g i j :=
        Finset.sum_congr rfl fun i _ => Finset.sum_congr rfl fun j _ => hg j i
      _ = -∑ i, ∑ j, g i j := by simp only [Finset.sum_neg_distrib]
  have h2 : (2 : ℝ) • ∑ i, ∑ j, g i j = 0 := by
    rw [two_smul]
    exact add_eq_zero_iff_eq_neg.mpr h
  exact (smul_eq_zero.mp h2).resolve_left two_ne_zero

/-- For pair forces obeying Newton's third law, the force across a plane equals the sum of the net
forces on all particles at or to the left of the plane. -/
theorem planeForce_eq_sum_left (x : ι → ℝ) (f : ι → ι → E)
    (hf : ∀ i j, f i j = -f j i) (z : ℝ) :
    planeForce x f z = ∑ i, if x i ≤ z then netForce f i else 0 := by
  -- forces between two particles on the left cancel
  have h : ∑ i, ∑ j, (if x i ≤ z ∧ x j ≤ z then f i j else 0) = 0 := by
    apply sum_antisymm (fun i j => if x i ≤ z ∧ x j ≤ z then f i j else 0)
    intro i j
    by_cases hi : x i ≤ z <;> by_cases hj : x j ≤ z <;> simp [hi, hj]
    exact hf i j
  have h' : planeForce x f z = planeForce x f z
      + ∑ i, ∑ j, (if x i ≤ z ∧ x j ≤ z then f i j else 0) := by
    rw [h, add_zero]
  rw [h']
  unfold planeForce
  rw [← Finset.sum_add_distrib]
  refine Finset.sum_congr rfl fun i _ => ?_
  rw [← Finset.sum_add_distrib]
  by_cases hi : x i ≤ z
  · rw [if_pos hi]
    unfold netForce
    refine Finset.sum_congr rfl fun j _ => ?_
    by_cases hj : x j ≤ z
    · simp [hi, hj, not_lt.mpr hj]
    · simp [hi, hj, not_le.mp hj]
  · simp [hi]

/-- For pair forces obeying Newton's third law and `a ≤ b`, the force across the plane at `b` minus
the force across the plane at `a` is the sum of the net forces on the particles with `a < x i ≤ b`.
-/
theorem planeForce_sub (x : ι → ℝ) (f : ι → ι → E) (hf : ∀ i j, f i j = -f j i)
    {a b : ℝ} (hab : a ≤ b) :
    planeForce x f b - planeForce x f a
      = ∑ i, if a < x i ∧ x i ≤ b then netForce f i else 0 := by
  rw [planeForce_eq_sum_left x f hf, planeForce_eq_sum_left x f hf,
    ← Finset.sum_sub_distrib]
  refine Finset.sum_congr rfl fun i _ => ?_
  by_cases ha : x i ≤ a
  · simp [ha, ha.trans hab, not_lt.mpr ha]
  · by_cases hb : x i ≤ b <;> simp [ha, hb, not_le.mp ha]

omit [NormedSpace ℝ E] in
/-- The contribution of one pair to the plane force is constant on an interval and zero
elsewhere. -/
theorem pair_eq_indicator (a b : ℝ) (c : E) :
    (fun z : ℝ => if a ≤ z ∧ z < b then c else 0)
      = (Set.Ico a b).indicator (fun _ => c) := by
  funext z
  by_cases h : a ≤ z ∧ z < b
  · rw [if_pos h, Set.indicator_of_mem (show z ∈ Set.Ico a b from h)]
  · rw [if_neg h, Set.indicator_of_notMem (show z ∉ Set.Ico a b from h)]

omit [NormedSpace ℝ E] in
/-- The contribution of one pair to the plane force is integrable over all plane positions. -/
theorem integrable_pair (a b : ℝ) (c : E) :
    Integrable (fun z : ℝ => if a ≤ z ∧ z < b then c else 0) := by
  rw [pair_eq_indicator]
  have h : IntegrableOn (fun _ : ℝ => c) (Set.Icc a b) := continuous_const.integrableOn_Icc
  exact (h.mono_set Set.Ico_subset_Icc_self).integrable_indicator measurableSet_Ico

/-- For pair forces obeying Newton's third law, the plane force integrated over all plane positions
is minus the sum of position times net force. -/
theorem integral_planeForce [CompleteSpace E] (x : ι → ℝ) (f : ι → ι → E)
    (hf : ∀ i j, f i j = -f j i) :
    ∫ z, planeForce x f z = -∑ i, x i • netForce f i := by
  -- each pair contributes its force times the length of the interval it spans
  have h1 : ∫ z, planeForce x f z = ∑ i, ∑ j, max (x j - x i) 0 • f i j := by
    unfold planeForce
    rw [integral_finsetSum _ (fun i _ => integrable_finsetSum _
      (fun j _ => integrable_pair (x i) (x j) (f i j)))]
    refine Finset.sum_congr rfl fun i _ => ?_
    rw [integral_finsetSum _ (fun j _ => integrable_pair (x i) (x j) (f i j))]
    refine Finset.sum_congr rfl fun j _ => ?_
    rw [pair_eq_indicator, integral_indicator measurableSet_Ico, setIntegral_const,
      Real.volume_real_Ico]
  -- a symmetric weight times an antisymmetric force sums to zero
  have h2 : ∑ i, ∑ j, max (x i) (x j) • f i j = 0 := by
    apply sum_antisymm (fun i j => max (x i) (x j) • f i j)
    intro i j
    show max (x i) (x j) • f i j = -(max (x j) (x i) • f j i)
    rw [max_comm (x i) (x j), hf i j, smul_neg]
  rw [h1, eq_neg_iff_add_eq_zero]
  refine Eq.trans ?_ h2
  rw [← Finset.sum_add_distrib]
  refine Finset.sum_congr rfl fun i _ => ?_
  rw [netForce, Finset.smul_sum, ← Finset.sum_add_distrib]
  refine Finset.sum_congr rfl fun j _ => ?_
  rw [← add_smul]
  congr 1
  rcases le_total (x i) (x j) with h | h
  · rw [max_eq_left (sub_nonneg.mpr h), max_eq_right h]; ring
  · rw [max_eq_right (sub_nonpos.mpr h), max_eq_left h]; ring

/-- For pair forces obeying Newton's third law, the plane force integrated over a slab `[a, b)` is
minus the sum of position times net force, with particles outside the slab moved to its nearest
face. -/
theorem integral_planeForce_slab [CompleteSpace E] (x : ι → ℝ) (f : ι → ι → E)
    (hf : ∀ i j, f i j = -f j i) (a b : ℝ) :
    ∫ z in Set.Ico a b, planeForce x f z
      = -∑ i, max a (min b (x i)) • netForce f i := by
  -- moving the outer particles to the faces leaves the plane force inside unchanged
  have key : ∀ z, (Set.Ico a b).indicator (planeForce x f) z
      = planeForce (fun i => max a (min b (x i))) f z := by
    intro z
    by_cases hz : z ∈ Set.Ico a b
    · rw [Set.indicator_of_mem hz]
      obtain ⟨h1, h2⟩ := hz
      have e : ∀ i, max a (min b (x i)) ≤ z ↔ x i ≤ z := by
        intro i
        simp only [max_le_iff, min_le_iff, h1, not_le.mpr h2, true_and, false_or]
      unfold planeForce
      refine Finset.sum_congr rfl fun i _ => Finset.sum_congr rfl fun j _ => ?_
      exact if_congr (and_congr (e i).symm (lt_iff_lt_of_le_iff_le (e j)).symm) rfl rfl
    · rw [Set.indicator_of_notMem hz]
      unfold planeForce
      symm
      refine Finset.sum_eq_zero fun i _ => Finset.sum_eq_zero fun j _ => if_neg ?_
      rintro ⟨h1, h2⟩
      have ha : a ≤ z := (le_max_left _ _).trans h1
      rcases lt_max_iff.mp h2 with h | h
      · exact absurd h (not_lt.mpr ha)
      · exact hz ⟨ha, lt_of_lt_of_le h (min_le_left _ _)⟩
  calc ∫ z in Set.Ico a b, planeForce x f z
      = ∫ z, (Set.Ico a b).indicator (planeForce x f) z :=
        (integral_indicator measurableSet_Ico).symm
    _ = ∫ z, planeForce (fun i => max a (min b (x i))) f z :=
        integral_congr_ae (Filter.Eventually.of_forall key)
    _ = _ := integral_planeForce _ f hf

/-- For particles on a line joined by harmonic springs of zero rest length, the integrated
plane force is half the sum of `k i j * (x j - x i) ^ 2` over ordered pairs. -/
theorem integral_planeForce_springs (x : ι → ℝ) (k : ι → ι → ℝ)
    (hk : ∀ i j, k i j = k j i) :
    ∫ z, planeForce x (fun i j => k i j * (x j - x i)) z
      = (1 / 2) * ∑ i, ∑ j, k i j * (x j - x i) ^ 2 := by
  have hf : ∀ i j, k i j * (x j - x i) = -(k j i * (x i - x j)) := fun i j => by
    linear_combination (x j - x i) * hk i j
  have h : ∑ i, ∑ j, k i j * (x j - x i) * (x i + x j) = 0 := by
    apply sum_antisymm (fun i j => k i j * (x j - x i) * (x i + x j))
    intro i j
    show k i j * (x j - x i) * (x i + x j) = -(k j i * (x i - x j) * (x j + x i))
    linear_combination (x i + x j) * hf i j
  have e : ∑ i, x i • netForce (fun i j => k i j * (x j - x i)) i
      + (1 / 2) * ∑ i, ∑ j, k i j * (x j - x i) ^ 2
      = (1 / 2) * ∑ i, ∑ j, k i j * (x j - x i) * (x i + x j) := by
    simp only [netForce, smul_eq_mul, Finset.mul_sum, ← Finset.sum_add_distrib]
    refine Finset.sum_congr rfl fun i _ => Finset.sum_congr rfl fun j _ => ?_
    ring
  rw [integral_planeForce x _ hf]
  rw [h] at e
  linarith

/-- Two particles at `0` and `1` attracting each other with unit force obey Newton's third
law, and the force across the plane at `1/2` is one. -/
theorem planeForce_witness :
    (∀ i j : Fin 2, ((j : ℝ) - (i : ℝ)) = -((i : ℝ) - (j : ℝ))) ∧
      planeForce (fun i : Fin 2 => (i : ℝ)) (fun i j => (j : ℝ) - (i : ℝ)) (1 / 2) = 1 := by
  refine ⟨fun i j => by ring, ?_⟩
  norm_num [planeForce, Fin.sum_univ_two]

end

end MethodOfPlanes
```

```lean
#print axioms MethodOfPlanes.planeForce_sub
#print axioms MethodOfPlanes.integral_planeForce_slab
#print axioms MethodOfPlanes.integral_planeForce_springs
```

```
'MethodOfPlanes.planeForce_sub' depends on axioms: [propext, Classical.choice, Quot.sound]
'MethodOfPlanes.integral_planeForce_slab' depends on axioms: [propext, Classical.choice, Quot.sound]
'MethodOfPlanes.integral_planeForce_springs' depends on axioms: [propext, Classical.choice, Quot.sound]
```

## Reading the statement

The finite type `ι` labels the particles, `x i` is the normal coordinate, and `f i j` takes values in a real normed space `E`. With `E` three-dimensional, the theorem covers normal and shear components together; `CompleteSpace E` then holds automatically. The functions `netForce` and `planeForce` are \(F_i\) and \(P(z)\), and `•` multiplies a force by a real number.

The hypothesis `hf` is Newton's third law for each pair. It also forces `f i i = 0`, but does not require central forces. The inequalities count a particle lying on the plane as left of it.

The positions are one fixed configuration. Momentum carried across the plane by moving particles, external forces, periodic images and thermal averages are not included.

## How the proof runs

`sum_antisymm` is the label exchange: it obtains \(S = -S\), then \(2S = 0\). `planeForce_eq_sum_left` adds the vanishing left–left sum to the plane force and compares terms by cases. `planeForce_sub` takes the difference for two planes.

`pair_eq_indicator` writes one pair's contribution as a constant on a half-open interval, and `integrable_pair` supplies the integrability needed to exchange integral and sums. In `integral_planeForce`, `h1` is the formula with \(\max(x_j - x_i, 0)\), and `h2` is the vanishing sum with \(\max(x_i, x_j)\). The closing split by `le_total` checks the identity between the two weights in either order of the particles.

In `integral_planeForce_slab`, `key` shows that cutting off \(P\) outside the slab equals moving the particles to its faces. In `integral_planeForce_springs`, `h` removes the antisymmetric part and `e` holds the algebra. Finally, `planeForce_witness` exhibits two attracting particles at 0 and 1 that obey the third law and have plane force 1 at \(z = 1/2\).
